# Error bound for Humlicek's outer-region form of the Faddeeva function when Im z > 0

For $z=x+iy$ with $y>0$, let
$$w(z)=\frac{i}{\pi}\int_{-\infty}^{\infty}\frac{e^{-t^2}}{z-t}\,dt,\qquad p(z)=z^2-\tfrac12 .$$
Then
$$\left|w(z)-\frac{iz}{\sqrt\pi\,p(z)}\right|\le\frac{1}{2\sqrt\pi\,y\,|p(z)|^2},$$
and for $|z|\ge1$ the error is at most $2/(\sqrt\pi\,y\,|z|^4)$.

The real part of $w$ is the Voigt profile, up to normalisation. Here $x$ is the detuning and $y$ the collisional (Lorentzian) half-width, both in units of the Doppler $1/e$ half-width. In line-by-line spectra, the bound controls the approximation error for a single Voigt line, whose collisional width doesn't depend on velocity. Rounding error and Humlicek's other regions are not treated.

```lean
import Mathlib

open MeasureTheory
open scoped Real

namespace HumlicekOuterRegion

noncomputable section
```

In Lean, `faddeeva` is $w$, with `t` running over the reals and `z` complex.

```lean
/-- The Faddeeva function `w(z)` as a Gaussian Cauchy integral, for `z` in the upper half plane. -/
def faddeeva (z : ℂ) : ℂ :=
  Complex.I / (π : ℂ) * ∫ t : ℝ, ((Real.exp (-t ^ 2) : ℝ) : ℂ) / (z - t)
```

`humlicek` is the rational approximation.

```lean
/-- Humlicek's rational form for the outer region, for `z ^ 2 ≠ 1 / 2`. -/
def humlicek (z : ℂ) : ℂ :=
  Complex.I * z / (((√π : ℝ) : ℂ) * (z ^ 2 - 1 / 2))
```

`residual` is $R(z)=\int e^{-t^2}p(t)^2/(z-t)\,dt$, which will carry the whole error.

```lean
/-- The Cauchy integral of the weight `exp (-t ^ 2) (t ^ 2 - 1 / 2) ^ 2`, for `z` in the upper
half plane. -/
def residual (z : ℂ) : ℂ :=
  ∫ t : ℝ, ((Real.exp (-t ^ 2) * (t ^ 2 - 1 / 2) ^ 2 : ℝ) : ℂ) / (z - t)
```

## The Gaussian weight: thermal velocities

The factor $e^{-t^2}$ is the Maxwell distribution of the velocity component along the line of sight. It is built into the definitions, and the derivation uses it through its moments $M_n=\int t^ne^{-t^2}dt$. Integrating the derivative of $t^{n+1}e^{-t^2}$ over the line gives zero, so
$$M_{n+2}=\tfrac{n+1}{2}M_n .$$

`gaussian_moment` proves this recursion, together with integrability.

```lean
/-- Every Gaussian moment is finite, and moment `n + 2` is `(n + 1) / 2` times moment `n`. -/
theorem gaussian_moment (n : ℕ) :
    Integrable (fun t : ℝ => t ^ n * Real.exp (-t ^ 2)) ∧
    ∫ t : ℝ, t ^ (n + 2) * Real.exp (-t ^ 2) =
      ((n : ℝ) + 1) / 2 * ∫ t : ℝ, t ^ n * Real.exp (-t ^ 2) := by
  have I : ∀ m : ℕ, Integrable (fun t : ℝ => t ^ m * Real.exp (-t ^ 2)) := by
    intro m
    have hm : (-1 : ℝ) < (m : ℝ) := by
      have : (0 : ℝ) ≤ m := Nat.cast_nonneg m
      linarith
    simpa [Real.rpow_natCast] using integrable_rpow_mul_exp_neg_mul_sq (b := 1) one_pos hm
  refine ⟨I n, ?_⟩
  -- integrate the derivative of `t ^ (n + 1) exp (-t ^ 2)` over the line
  have hd : ∀ t : ℝ, HasDerivAt (fun t : ℝ => t ^ (n + 1) * Real.exp (-t ^ 2))
      (((n : ℝ) + 1) * (t ^ n * Real.exp (-t ^ 2)) - 2 * (t ^ (n + 2) * Real.exp (-t ^ 2))) t := by
    intro t
    have h1 : HasDerivAt (fun t : ℝ => t ^ (n + 1)) (((n : ℝ) + 1) * t ^ n) t := by
      simpa using hasDerivAt_pow (n + 1) t
    have h2 : HasDerivAt (fun t : ℝ => -t ^ 2) (-(2 * t)) t := by
      simpa using (hasDerivAt_pow 2 t).fun_neg
    exact (h1.fun_mul h2.exp).congr_deriv (by ring)
  have h := integral_eq_zero_of_hasDerivAt_of_integrable hd
    (((I n).const_mul _).sub ((I (n + 2)).const_mul _)) (I (n + 1))
  rw [integral_sub ((I n).const_mul _) ((I (n + 2)).const_mul _),
    integral_const_mul, integral_const_mul] at h
  linear_combination (-1 / 2) * h
```

From $M_0=\sqrt\pi$ and $M_1=0$ (by oddness) follow $M_2=\sqrt\pi/2$, $M_3=0$ and $M_4=3\sqrt\pi/4$. `gaussian_poly` combines them for any polynomial of degree at most four, with coefficients `a0` to `a4` that may be real or complex.

The constant $\tfrac12$ in $p$ is the ratio $M_2/M_0$, so it would generally change with another velocity distribution.

```lean
/-- The Gaussian integral of a polynomial of degree at most four, with real or complex (or
vector) coefficients. -/
theorem gaussian_poly {E : Type*} [NormedAddCommGroup E] [NormedSpace ℝ E] [CompleteSpace E]
    {F : ℝ → E} (a0 a1 a2 a3 a4 : E)
    (hF : ∀ t, F t =
      Real.exp (-t ^ 2) • (a0 + t • a1 + t ^ 2 • a2 + t ^ 3 • a3 + t ^ 4 • a4)) :
    Integrable F ∧ ∫ t, F t = √π • (a0 + (1 / 2 : ℝ) • a2 + (3 / 4 : ℝ) • a4) := by
  have m0 : ∫ t : ℝ, t ^ 0 * Real.exp (-t ^ 2) = √π := by
    simpa using integral_gaussian 1
  have m1 : ∫ t : ℝ, t ^ 1 * Real.exp (-t ^ 2) = 0 := by
    have h := integral_neg_eq_self (fun t : ℝ => t ^ 1 * Real.exp (-t ^ 2)) volume
    have e : ∀ t : ℝ, (-t) ^ 1 * Real.exp (-(-t) ^ 2) = -(t ^ 1 * Real.exp (-t ^ 2)) := by
      intro t
      rw [neg_sq]
      ring
    simp only [e, integral_neg] at h
    linarith
  have m2 : ∫ t : ℝ, t ^ 2 * Real.exp (-t ^ 2) = √π / 2 :=
    (gaussian_moment 0).2.trans (by rw [m0]; push_cast; ring)
  have m3 : ∫ t : ℝ, t ^ 3 * Real.exp (-t ^ 2) = 0 :=
    (gaussian_moment 1).2.trans (by rw [m1, mul_zero])
  have m4 : ∫ t : ℝ, t ^ 4 * Real.exp (-t ^ 2) = 3 / 4 * √π :=
    (gaussian_moment 2).2.trans (by rw [m2]; push_cast; ring)

  have mono : ∀ (n : ℕ) (a : E), Integrable (fun t : ℝ => (t ^ n * Real.exp (-t ^ 2)) • a) ∧
      ∫ t : ℝ, (t ^ n * Real.exp (-t ^ 2)) • a = (∫ t : ℝ, t ^ n * Real.exp (-t ^ 2)) • a :=
    fun n a => ⟨(gaussian_moment n).1.smul_const a, integral_smul_const _ _⟩
  have add : ∀ {f g : ℝ → E} {u v : E}, (Integrable f ∧ ∫ t, f t = u) →
      (Integrable g ∧ ∫ t, g t = v) →
      (Integrable (fun t => f t + g t) ∧ ∫ t, (f t + g t) = u + v) :=
    fun hf hg => ⟨hf.1.add hg.1, by rw [integral_add hf.1 hg.1, hf.2, hg.2]⟩
  have h := add (add (add (add (mono 0 a0) (mono 1 a1)) (mono 2 a2)) (mono 3 a3)) (mono 4 a4)
  refine ⟨h.1.congr (Filter.Eventually.of_forall fun t => ?_),
    (integral_congr_ae (Filter.Eventually.of_forall fun t => ?_)).trans (h.2.trans ?_)⟩
  · simp only [hF]
    module
  · simp only [hF]
    module
  · rw [m0, m1, m2, m3, m4]
    module
```

## Im z > 0: a nonzero collisional width

The hypothesis `hz : 0 < z.im` says that collisions give the line a positive Lorentzian width. It keeps $z$ away from the integration line: for real $t$, $|z-t|\ge y$.

```lean
/-- The distance from `z` to a real point is at least `Im z`. -/
theorem im_le_norm_sub (z : ℂ) (t : ℝ) : z.im ≤ ‖z - t‖ := by
  have h := Complex.abs_im_le_norm (z - t)
  simp only [Complex.sub_im, Complex.ofReal_im, sub_zero] at h
  exact (le_abs_self _).trans h
```

Hence, for a continuous, integrable density $f\ge0$,
$$\left|\int\frac{f(t)}{z-t}\,dt\right|\le\frac1y\int f(t)\,dt .$$
`cauchy_bound` proves convergence and this estimate by comparison with $f/y$.

```lean
/-- For a continuous, integrable `f ≥ 0` and `Im z > 0`, the Cauchy integral of `f` at `z` converges
and its modulus is at most the integral of `f` divided by `Im z`. -/
theorem cauchy_bound {f : ℝ → ℝ} (hc : Continuous f) (hf : Integrable f) (h0 : ∀ t, 0 ≤ f t)
    {z : ℂ} (hz : 0 < z.im) :
    Integrable (fun t : ℝ => (f t : ℂ) / (z - t)) ∧
    ‖∫ t : ℝ, (f t : ℂ) / (z - t)‖ ≤ (∫ t, f t) / z.im := by
  have hb : ∀ t : ℝ, ‖(f t : ℂ) / (z - t)‖ ≤ f t / z.im := by
    intro t
    rw [norm_div, Complex.norm_real, Real.norm_of_nonneg (h0 t)]
    exact div_le_div_of_nonneg_left (h0 t) hz (im_le_norm_sub z t)
  have hm : Continuous (fun t : ℝ => (f t : ℂ) / (z - t)) :=
    (Complex.continuous_ofReal.comp hc).div (continuous_const.sub Complex.continuous_ofReal)
      (fun t => norm_pos_iff.1 (hz.trans_le (im_le_norm_sub z t)))
  refine ⟨(hf.div_const z.im).mono' hm.aestronglyMeasurable (Filter.Eventually.of_forall hb), ?_⟩
  rw [← integral_div]
  exact norm_integral_le_of_norm_le (hf.div_const _) (Filter.Eventually.of_forall hb)
```

The same distance shows that $p(z)\ne0$, because the zeros $\pm1/\sqrt2$ are real. The proof factors $p(z)$ accordingly.

```lean
/-- Humlicek's denominator has no zero in the upper half plane. -/
theorem denominator_ne_zero {z : ℂ} (hz : 0 < z.im) : z ^ 2 - 1 / 2 ≠ 0 := by
  obtain ⟨s, hs⟩ : ∃ s : ℝ, s ^ 2 = 1 / 2 := ⟨√(1 / 2), Real.sq_sqrt (by norm_num)⟩
  have hs' : (s : ℂ) ^ 2 = 1 / 2 := by
    rw [← Complex.ofReal_pow, hs]
    norm_num
  have e : z ^ 2 - 1 / 2 = (z - s) * (z - ((-s : ℝ) : ℂ)) := by
    rw [Complex.ofReal_neg]
    linear_combination hs'
  rw [e]
  exact mul_ne_zero (norm_pos_iff.1 (hz.trans_le (im_le_norm_sub z s)))
    (norm_pos_iff.1 (hz.trans_le (im_le_norm_sub z (-s))))
```

The weight in $R$ has mass
$$\int e^{-t^2}\left(t^4-t^2+\tfrac14\right)dt=\sqrt\pi\left(\tfrac34-\tfrac12+\tfrac14\right)=\frac{\sqrt\pi}{2}.$$

```lean
/-- The residual weight has mass `√π / 2`. -/
theorem residual_mass :
    Integrable (fun t : ℝ => Real.exp (-t ^ 2) * (t ^ 2 - 1 / 2) ^ 2) ∧
    ∫ t : ℝ, Real.exp (-t ^ 2) * (t ^ 2 - 1 / 2) ^ 2 = √π / 2 := by
  have h : Integrable (fun t : ℝ => Real.exp (-t ^ 2) * (t ^ 2 - 1 / 2) ^ 2) ∧
      ∫ t : ℝ, Real.exp (-t ^ 2) * (t ^ 2 - 1 / 2) ^ 2 = _ :=
    gaussian_poly (1 / 4 : ℝ) 0 (-1) 0 1 (fun t => by simp only [smul_eq_mul]; ring)
  refine ⟨h.1, h.2.trans ?_⟩
  simp only [smul_eq_mul]
  ring
```

The exact error comes from the quotient
$$\frac{p(z)^2-p(t)^2}{z-t}=(z+t)(z^2+t^2-1)=(z^3-z)+(z^2-1)t+zt^2+t^3 .$$
Multiplying by $e^{-t^2}$ and integrating gives
$$p(z)^2\int\frac{e^{-t^2}}{z-t}\,dt-R(z)=\sqrt\pi\left(z^3-z+\tfrac z2\right)=\sqrt\pi\,z\,p(z).$$
Multiplication by $i/(\pi p(z)^2)$ then yields
$$w(z)-\frac{iz}{\sqrt\pi\,p(z)}=\frac{i}{\pi p(z)^2}R(z).$$

In `humlicek_error_eq`, `hz` supplies the convergence that lets the integral be split, and the nonzero denominators. `field_simp` and `ring` check the cubic; `key` solves for $R$.

```lean
/-- For `Im z > 0`, the exact error of Humlicek's form is the residual integral times `i / (π (z ^ 2
- 1/2) ^ 2)`. -/
theorem humlicek_error_eq {z : ℂ} (hz : 0 < z.im) :
    faddeeva z - humlicek z =
      Complex.I / ((π : ℂ) * (z ^ 2 - 1 / 2) ^ 2) * residual z := by
  have hE : Integrable (fun t : ℝ => Real.exp (-t ^ 2)) := by
    simpa using (gaussian_moment 0).1
  have hA : Integrable (fun t : ℝ => ((Real.exp (-t ^ 2) : ℝ) : ℂ) / (z - t)) :=
    (cauchy_bound (by fun_prop) hE (fun t => by positivity) hz).1
  have hR : Integrable (fun t : ℝ =>
      ((Real.exp (-t ^ 2) * (t ^ 2 - 1 / 2) ^ 2 : ℝ) : ℂ) / (z - t)) :=
    (cauchy_bound (by fun_prop) residual_mass.1 (fun t => by positivity) hz).1
  -- the difference of the two integrands is a Gaussian times a cubic
  have h : ∫ t : ℝ, ((z ^ 2 - 1 / 2) ^ 2 * (((Real.exp (-t ^ 2) : ℝ) : ℂ) / (z - t)) -
      ((Real.exp (-t ^ 2) * (t ^ 2 - 1 / 2) ^ 2 : ℝ) : ℂ) / (z - t)) = _ :=
    (gaussian_poly (z ^ 3 - z) (z ^ 2 - 1) z 1 0 (fun t => by
      have ht : z - (t : ℂ) ≠ 0 := norm_pos_iff.1 (hz.trans_le (im_le_norm_sub z t))
      simp only [Complex.real_smul]
      push_cast
      generalize Complex.exp _ = e
      field_simp
      ring)).2
  rw [integral_sub (hA.const_mul _) hR, integral_const_mul] at h
  simp only [Complex.real_smul] at h
  push_cast at h
  have hp := denominator_ne_zero hz
  have hs0 : ((√π : ℝ) : ℂ) ≠ 0 :=
    Complex.ofReal_ne_zero.2 (Real.sqrt_pos.2 Real.pi_pos).ne'
  have hs : (π : ℂ) = ((√π : ℝ) : ℂ) ^ 2 := by
    rw [← Complex.ofReal_pow, Real.sq_sqrt Real.pi_pos.le]
  have key : residual z = (z ^ 2 - 1 / 2) ^ 2 *
      (∫ t : ℝ, ((Real.exp (-t ^ 2) : ℝ) : ℂ) / (z - t)) -
      ((√π : ℝ) : ℂ) * z * (z ^ 2 - 1 / 2) := by
    unfold residual
    push_cast
    linear_combination -h
  rw [key, faddeeva, humlicek, hs]
  generalize z ^ 2 - 1 / 2 = q at hp ⊢
  generalize ((√π : ℝ) : ℂ) = s at hs0 ⊢
  field_simp
```

Since $|R(z)|\le\sqrt\pi/(2y)$, taking absolute values gives the main bound. `humlicek_error_le` does the same, with `hR` as the estimate of $R$.

At $y=0$ the integrand has a nonintegrable pole on the real line, and the bound diverges as $y\to0$. The error itself stays finite in this limit at any fixed $x\ne\pm1/\sqrt2$, because $w$ continues analytically across the real line; the bound is therefore far from sharp for small $y$. For $y<0$ the integral converges again, but the formula for $w$ then differs from the analytic continuation from the upper half plane by $2e^{-z^2}$.

```lean
/-- Humlicek's outer-region form differs from `w(z)` by at most
`1 / (2 √π y |z ^ 2 - 1/2| ^ 2)`, where `y = Im z > 0`. -/
theorem humlicek_error_le {z : ℂ} (hz : 0 < z.im) :
    ‖faddeeva z - humlicek z‖ ≤ 1 / (2 * √π * z.im * ‖z ^ 2 - 1 / 2‖ ^ 2) := by
  have hR : ‖residual z‖ ≤ √π / 2 / z.im := by
    have h := (cauchy_bound (by fun_prop) residual_mass.1 (fun t => by positivity) hz).2
    rw [residual_mass.2] at h
    exact h
  have hP : 0 < ‖z ^ 2 - 1 / 2‖ := norm_pos_iff.2 (denominator_ne_zero hz)
  have key : ∀ s y P : ℝ, 0 < s → 0 < y → 0 < P →
      1 / (s ^ 2 * P ^ 2) * (s / 2 / y) = 1 / (2 * s * y * P ^ 2) := by
    intro s y P hs hy hP
    field_simp
  have k := key (√π) z.im _ (Real.sqrt_pos.2 Real.pi_pos) hz hP
  rw [Real.sq_sqrt Real.pi_pos.le] at k
  rw [humlicek_error_eq hz, norm_mul, norm_div, norm_mul, norm_pow, Complex.norm_I,
    Complex.norm_real, Real.norm_of_nonneg Real.pi_pos.le, ← k]
  exact mul_le_mul_of_nonneg_left hR (by positivity)
```

## |z| ≥ 1: combined detuning and width at least the Doppler scale

The hypothesis `h1` says that detuning and collisional width together satisfy $x^2+y^2\ge1$. Only the proof of the decay law uses it, through
$$|p(z)|\ge|z|^2-\tfrac12\ge\tfrac12|z|^2 .$$
Inserting this in the main bound gives $2/(\sqrt\pi\,y\,|z|^4)$. In the proof, `hP` is this inequality and `gcongr` inserts it.

Without `h1` the main bound still holds, but this step fails: near $z=1/\sqrt2$, $|p(z)|$ tends to zero while $|z|^2/2$ tends to $\tfrac14$. The decay bound itself remains true for $|z|<1$, since $|w(z)|$ and the modulus of the rational form are each at most $1/(\sqrt\pi\,y)$; that case is not formalised here.

```lean
/-- For `|z| ≥ 1` the error is at most `2 / (√π y |z| ^ 4)`, where `y = Im z > 0`. -/
theorem humlicek_error_decay {z : ℂ} (hz : 0 < z.im) (h1 : 1 ≤ ‖z‖) :
    ‖faddeeva z - humlicek z‖ ≤ 2 / (√π * z.im * ‖z‖ ^ 4) := by
  have hs : 0 < √π := Real.sqrt_pos.2 Real.pi_pos
  have hr : 0 < ‖z‖ := by linarith
  have hP : ‖z‖ ^ 2 / 2 ≤ ‖z ^ 2 - 1 / 2‖ := by
    have h := norm_sub_norm_le (z ^ 2) (1 / 2)
    have h2 : ‖(1 / 2 : ℂ)‖ = 1 / 2 := by norm_num
    rw [norm_pow, h2] at h
    nlinarith
  calc ‖faddeeva z - humlicek z‖ ≤ 1 / (2 * √π * z.im * ‖z ^ 2 - 1 / 2‖ ^ 2) :=
        humlicek_error_le hz
    _ ≤ 1 / (2 * √π * z.im * (‖z‖ ^ 2 / 2) ^ 2) := by gcongr
    _ = 2 / (√π * z.im * ‖z‖ ^ 4) := by
        rw [div_eq_div_iff (by positivity) (by positivity)]
        ring


end

end HumlicekOuterRegion
```

## Line centre at high pressure

At $z=iy$ the rational form equals $y/(\sqrt\pi\,(y^2+\tfrac12))$. For large $y$ this tends to $1/(\sqrt\pi\,y)$, the line-centre value of a pure Lorentzian in this normalisation. The main bound becomes $1/(2\sqrt\pi\,y\,(y^2+\tfrac12)^2)$, so the guaranteed absolute error falls as $y^{-5}$ and the relative error as $y^{-4}$.

```lean
#print axioms HumlicekOuterRegion.humlicek_error_le
#print axioms HumlicekOuterRegion.humlicek_error_decay
```

```
'HumlicekOuterRegion.humlicek_error_le' depends on axioms: [propext, Classical.choice, Quot.sound]
'HumlicekOuterRegion.humlicek_error_decay' depends on axioms: [propext, Classical.choice, Quot.sound]
```
